# Coupled-cluster doubles and squared singles contribute \(\tfrac14\sum vt\) and \(\tfrac12\sum vss\) to the energy for an antisymmetric interaction \(v\)

In the spin-orbital form of CCSD, the correlation energy contains terms in which the doubles amplitudes and the products of two singles amplitudes are contracted with the antisymmetrised two-electron integrals. The doubles enter with a factor \(1/4\), the products of two singles with a factor \(1/2\). I can get these factors from diagram rules, but I would like to see them follow from the anticommutators, with every sign accounted for.

Let \(i,j\) be occupied and \(a,b\) virtual spin orbitals, and let \(\Phi\) be a normalised reference determinant. With \(V=\frac14\sum v_{ijab}\,i^\dagger j^\dagger b\,a\) and the standard \(T_1\) and \(T_2\), the claim is

\[
\langle\Phi,VT_2\Phi\rangle=\tfrac14\sum_{ijab}v_{ijab}t_{ijab},\qquad
\tfrac12\langle\Phi,VT_1^2\Phi\rangle=\tfrac12\sum_{ijab}v_{ijab}s_{ia}s_{jb},
\]

where \(v\) is the array of antisymmetrised integrals, and \(s\) and \(t\) are the singles and doubles amplitudes. Can this be proved rigorously and checked in Lean?

## Both sums come from one contraction

Yes. It is enough to know what \(V\) does to a single double excitation; both formulas then follow by linearity.

Write \(p^\dagger\) and \(p\) for the creator and annihilator of orbital \(p\). The rules needed are \(pq+qp=0\), \(pq^\dagger+q^\dagger p=\delta_{pq}\), \(i^\dagger\Phi=0\) for occupied \(i\), and \(a\Phi=0\) for virtual \(a\). The excitation operators are

\[
T_1=\sum_{ia}s_{ia}\,a^\dagger i,\qquad T_2=\tfrac14\sum_{ijab}t_{ijab}\,a^\dagger b^\dagger j\,i .
\]

Below, \(k,l\) are further occupied orbitals and \(c,d\) further virtual ones.

**Occupied pair.** Since \(j^\dagger\Phi=0\), we have \(j^\dagger k\Phi=\delta_{jk}\Phi\). Therefore

\[
j^\dagger l\,k\,\Phi=\delta_{jl}\,k\Phi-l\,j^\dagger k\Phi=\delta_{jl}\,k\Phi-\delta_{jk}\,l\Phi ,
\]

and applying \(i^\dagger\) gives

\[
i^\dagger j^\dagger l\,k\,\Phi=(\delta_{ik}\delta_{jl}-\delta_{il}\delta_{jk})\Phi .
\]

**Virtual pair.** Let \(\Psi=l\,k\,\Phi\). A virtual annihilator passes both hole operators with two sign changes, so \(a\Psi=l\,k\,a\,\Phi=0\). Then

\[
a\,c^\dagger d^\dagger\Psi=\delta_{ac}\,d^\dagger\Psi-c^\dagger a\,d^\dagger\Psi=\delta_{ac}\,d^\dagger\Psi-\delta_{ad}\,c^\dagger\Psi ,
\]

and applying \(b\) gives

\[
b\,a\,c^\dagger d^\dagger\Psi=(\delta_{ac}\delta_{bd}-\delta_{ad}\delta_{bc})\Psi .
\]

**The interaction on a double excitation.** Inserting both results into \(V\) and summing over \(i,j,a,b\) leaves four terms:

\[
V\,c^\dagger d^\dagger l\,k\,\Phi=\tfrac14\left(v_{klcd}-v_{lkcd}-v_{kldc}+v_{lkdc}\right)\Phi=v_{klcd}\,\Phi .
\]

The last equality uses the antisymmetry of \(v\) in each pair, which makes the four terms equal. If \(k=l\) or \(c=d\), both sides are zero.

**Doubles.** By linearity,

\[
VT_2\Phi=\tfrac14\sum_{klcd}t_{klcd}\,V c^\dagger d^\dagger l\,k\,\Phi=\tfrac14\sum_{klcd}v_{klcd}t_{klcd}\,\Phi .
\]

**Squared singles.** An occupied annihilator anticommutes with a virtual creator, so

\[
c^\dagger k\,d^\dagger l\,\Phi=-c^\dagger d^\dagger k\,l\,\Phi=c^\dagger d^\dagger l\,k\,\Phi .
\]

Hence

\[
VT_1^2\Phi=\sum_{klcd}s_{kc}s_{ld}\,V c^\dagger d^\dagger l\,k\,\Phi=\sum_{klcd}v_{klcd}s_{kc}s_{ld}\,\Phi .
\]

**Expectation values.** Since \(\langle\Phi,\Phi\rangle=1\), taking the inner product with \(\Phi\) leaves the coefficients. Dividing the second by two gives the claim. The \(1/4\) is the prefactor of \(T_2\), because the one in \(V\) has been used up by the four equal contractions. The \(1/2\) is the coefficient of \(T_1^2\) in the expansion of the coupled-cluster exponential \(e^{T_1+T_2}\).

Here is the complete Lean file.

```lean
import Mathlib

open Sum

namespace CoupledClusterWick

noncomputable section

variable {O W E : Type*} [DecidableEq O] [DecidableEq W] [AddCommGroup E] [Module ℂ E]

/-- Rules for operators `cre` and `ann` on occupied orbitals `O` and virtual orbitals `W`: the `ann`
anticommute, `ann p` and `cre q` have anticommutator `δ_pq`, and the reference `Φ` is killed by
occupied creators and virtual annihilators. -/
structure FermionReference (cre ann : O ⊕ W → Module.End ℂ E) (Φ : E) : Prop where
  ann_ann : ∀ p q, ann p * ann q + ann q * ann p = 0
  ann_cre : ∀ p q, ann p * cre q + cre q * ann p = (if p = q then (1 : ℂ) else 0) • 1
  cre_occ : ∀ i, cre (inl i) Φ = 0
  ann_vir : ∀ a, ann (inr a) Φ = 0

/-- The antisymmetrised Kronecker delta `δ_ik δ_jl - δ_il δ_jk`. -/
def pairDelta {ι : Type*} [DecidableEq ι] (i j k l : ι) : ℂ :=
  (if i = k then 1 else 0) * (if j = l then 1 else 0) -
    (if i = l then 1 else 0) * (if j = k then 1 else 0)

/-- Summation against the antisymmetrised delta antisymmetrises an array. -/
theorem sum_pairDelta {ι : Type*} [Fintype ι] [DecidableEq ι] (f : ι → ι → ℂ) (k l : ι) :
    ∑ i, ∑ j, f i j * pairDelta i j k l = f k l - f l k := by
  have h : ∀ k l, ∑ i, ∑ j, f i j *
      ((if i = k then (1 : ℂ) else 0) * (if j = l then 1 else 0)) = f k l := by
    intro k l
    rw [Finset.sum_eq_single k, Finset.sum_eq_single l] <;> simp +contextual
  simp only [pairDelta, mul_sub, Finset.sum_sub_distrib, h]

/-- Exterior multiplication by the orbital `p`. -/
def wedge {P : Type*} [DecidableEq P] (p : P) : Module.End ℂ (ExteriorAlgebra ℂ (P → ℂ)) :=
  LinearMap.mulLeft ℂ (ExteriorAlgebra.ι ℂ (Pi.single p 1))

/-- Contraction with the orbital `p`. -/
def contract {P : Type*} (p : P) : Module.End ℂ (ExteriorAlgebra ℂ (P → ℂ)) :=
  CliffordAlgebra.contractLeft (LinearMap.proj p)

/-- On the exterior algebra over the orbitals, contraction and multiplication serve as creator
and annihilator for occupied orbitals, and the reverse for virtual ones; the nonzero unit
element is the reference. -/
theorem fermionReference_witness :
    FermionReference (O := O) (W := W)
      (Sum.elim (fun i => contract (inl i)) (fun a => wedge (inr a)))
      (Sum.elim (fun i => wedge (inl i)) (fun a => contract (inr a)))
      (1 : ExteriorAlgebra ℂ (O ⊕ W → ℂ)) ∧ (1 : ExteriorAlgebra ℂ (O ⊕ W → ℂ)) ≠ 0 := by
  have ww : ∀ p q : O ⊕ W, wedge p * wedge q + wedge q * wedge p = 0 := by
    intro p q
    refine LinearMap.ext fun x => ?_
    simp only [wedge, LinearMap.add_apply, Module.End.mul_apply, LinearMap.mulLeft_apply,
      LinearMap.zero_apply]
    rw [← mul_assoc, ← mul_assoc, ← add_mul, ExteriorAlgebra.ι_add_mul_swap, zero_mul]
  have cc : ∀ p q : O ⊕ W, contract p * contract q + contract q * contract p = 0 := by
    intro p q
    refine LinearMap.ext fun x => ?_
    simp only [contract, LinearMap.add_apply, Module.End.mul_apply, LinearMap.zero_apply]
    rw [CliffordAlgebra.contractLeft_comm, neg_add_cancel]
  have cw : ∀ p q : O ⊕ W, contract p * wedge q + wedge q * contract p =
      (if p = q then (1 : ℂ) else 0) • 1 := by
    intro p q
    refine LinearMap.ext fun x => ?_
    simp only [contract, wedge, LinearMap.add_apply, Module.End.mul_apply,
      LinearMap.mulLeft_apply, LinearMap.smul_apply, Module.End.one_apply]
    rw [CliffordAlgebra.contractLeft_ι_mul, sub_add_cancel, LinearMap.proj_apply,
      Pi.single_apply]
  refine ⟨⟨?_, ?_, ?_, ?_⟩, one_ne_zero⟩
  · rintro (i | a) (j | b) <;> simp only [Sum.elim_inl, Sum.elim_inr]
    · exact ww _ _
    · rw [add_comm, cw]; simp
    · rw [cw]; simp
    · exact cc _ _
  · rintro (i | a) (j | b) <;> simp only [Sum.elim_inl, Sum.elim_inr]
    · rw [add_comm, cw]
      congr 1
      exact if_congr eq_comm rfl rfl
    · rw [ww]; simp
    · rw [cc]; simp
    · exact cw _ _
  all_goals
    intro i
    simp [contract, CliffordAlgebra.contractLeft_one]

namespace FermionReference

variable {cre ann : O ⊕ W → Module.End ℂ E} {Φ : E}

/-- Exchanging two annihilators changes the sign of the state. -/
theorem ann_swap (h : FermionReference cre ann Φ) (p q : O ⊕ W) (x : E) :
    ann p (ann q x) = -ann q (ann p x) :=
  eq_neg_of_add_eq_zero_left (LinearMap.congr_fun (h.ann_ann p q) x)

/-- Moving an annihilator past a creator leaves a contraction and a sign. -/
theorem ann_cre_apply (h : FermionReference cre ann Φ) (p q : O ⊕ W) (x : E) :
    ann p (cre q x) = (if p = q then (1 : ℂ) else 0) • x - cre q (ann p x) :=
  eq_sub_of_add_eq (LinearMap.congr_fun (h.ann_cre p q) x)

/-- Two occupied creators contract with two holes in the reference. -/
theorem occupied_pair (h : FermionReference cre ann Φ) (i j k l : O) :
    cre (inl i) (cre (inl j) (ann (inl l) (ann (inl k) Φ))) = pairDelta i j k l • Φ := by
  have e : ∀ (j l : O) (x : E), cre (inl j) (ann (inl l) x) =
      (if j = l then (1 : ℂ) else 0) • x - ann (inl l) (cre (inl j) x) := by
    intro j l x
    rw [h.ann_cre_apply]
    by_cases hjl : j = l
    · simp [hjl]
    · simp [hjl, Ne.symm hjl]
  simp only [e, h.cre_occ, map_sub, map_smul, map_zero, sub_zero, pairDelta]
  module

/-- Two virtual annihilators contract with two particles above a state without particles. -/
theorem virtual_pair (h : FermionReference cre ann Φ) {Ψ : E}
    (hΨ : ∀ a, ann (inr a) Ψ = 0) (a b c d : W) :
    ann (inr b) (ann (inr a) (cre (inr c) (cre (inr d) Ψ))) = pairDelta a b c d • Ψ := by
  simp only [h.ann_cre_apply, hΨ, map_sub, map_smul, map_zero, sub_zero, pairDelta,
    Sum.inr.injEq]
  module

end FermionReference

variable [Fintype O] [Fintype W]

/-- The de-exciting interaction `V = (1/4) ∑ v_ijab i† j† b a`. -/
def interaction (cre ann : O ⊕ W → Module.End ℂ E) (v : O → O → W → W → ℂ) : Module.End ℂ E :=
  (1 / 4 : ℂ) • ∑ i, ∑ j, ∑ a, ∑ b,
    v i j a b • (cre (inl i) * cre (inl j) * ann (inr b) * ann (inr a))

/-- The single-excitation operator `T1 = ∑ s_ia a† i`. -/
def singles (cre ann : O ⊕ W → Module.End ℂ E) (s : O → W → ℂ) : Module.End ℂ E :=
  ∑ i, ∑ a, s i a • (cre (inr a) * ann (inl i))

/-- The double-excitation operator `T2 = (1/4) ∑ t_ijab a† b† j i`. -/
def doubles (cre ann : O ⊕ W → Module.End ℂ E) (t : O → O → W → W → ℂ) : Module.End ℂ E :=
  (1 / 4 : ℂ) • ∑ i, ∑ j, ∑ a, ∑ b,
    t i j a b • (cre (inr a) * cre (inr b) * ann (inl j) * ann (inl i))

/-- Antisymmetry in the occupied pair and in the virtual pair. -/
def PairAntisymm (v : O → O → W → W → ℂ) : Prop :=
  (∀ i j a b, v j i a b = -v i j a b) ∧ (∀ i j a b, v i j b a = -v i j a b)

namespace FermionReference

variable {cre ann : O ⊕ W → Module.End ℂ E} {Φ : E} {v : O → O → W → W → ℂ}

/-- For antisymmetric `v`, the interaction returns a doubly excited state to the reference
with amplitude `v_klcd`. -/
theorem interaction_pair (h : FermionReference cre ann Φ) (hv : PairAntisymm v)
    (k l : O) (c d : W) :
    interaction cre ann v (cre (inr c) (cre (inr d) (ann (inl l) (ann (inl k) Φ)))) =
      v k l c d • Φ := by
  have hΨ : ∀ a, ann (inr a) (ann (inl l) (ann (inl k) Φ)) = 0 := by
    intro a
    rw [h.ann_swap (inr a) (inl l), h.ann_swap (inr a) (inl k), h.ann_vir]
    simp
  -- contract each term fully, then carry out the sums
  simp only [interaction, LinearMap.smul_apply, LinearMap.sum_apply, Module.End.mul_apply,
    h.virtual_pair hΨ, map_smul, h.occupied_pair, smul_smul, ← Finset.sum_smul]
  simp only [← mul_assoc, ← Finset.sum_mul, sum_pairDelta]
  -- the four contractions contribute equally
  rw [hv.2 k l c d, hv.2 l k c d, hv.1 k l c d]
  congr 1
  ring

/-- For antisymmetric `v`, `V T2 Φ` is the reference times `(1/4) ∑ v_ijab t_ijab`. -/
theorem interaction_doubles (h : FermionReference cre ann Φ) (hv : PairAntisymm v)
    (t : O → O → W → W → ℂ) :
    interaction cre ann v (doubles cre ann t Φ) =
      ((1 / 4 : ℂ) * ∑ i, ∑ j, ∑ a, ∑ b, v i j a b * t i j a b) • Φ := by
  simp only [doubles, LinearMap.smul_apply, LinearMap.sum_apply, Module.End.mul_apply,
    map_smul, map_sum, h.interaction_pair hv, smul_smul, ← Finset.sum_smul]
  simp only [mul_comm]

/-- For antisymmetric `v`, `V T1² Φ` is the reference times `∑ v_ijab s_ia s_jb`. -/
theorem interaction_singles_sq (h : FermionReference cre ann Φ) (hv : PairAntisymm v)
    (s : O → W → ℂ) :
    interaction cre ann v (singles cre ann s (singles cre ann s Φ)) =
      (∑ i, ∑ j, ∑ a, ∑ b, v i j a b * s i a * s j b) • Φ := by
  -- two single excitations make a double excitation
  have e : ∀ k l c d, cre (inr c) (ann (inl k) (cre (inr d) (ann (inl l) Φ))) =
      cre (inr c) (cre (inr d) (ann (inl l) (ann (inl k) Φ))) := by
    intro k l c d
    rw [h.ann_cre_apply (inl k) (inr d), h.ann_swap (inl k) (inl l)]
    simp
  simp only [singles, LinearMap.smul_apply, LinearMap.sum_apply, Module.End.mul_apply,
    map_smul, map_sum, e, h.interaction_pair hv, smul_smul, ← Finset.sum_smul]
  congr 1
  simp only [Finset.mul_sum]
  refine Finset.sum_congr rfl fun i _ => ?_
  rw [Finset.sum_comm]
  refine Finset.sum_congr rfl fun j _ => Finset.sum_congr rfl fun a _ =>
    Finset.sum_congr rfl fun b _ => ?_
  -- exchanging both pairs leaves `v` unchanged
  rw [hv.1 i j b a, hv.2 i j a b]
  ring

end FermionReference

/-- For a unit reference and antisymmetric `v`, the doubles contribute `(1/4) ∑ v_ijab t_ijab`
and the squared singles, with their factor `1/2`, contribute `(1/2) ∑ v_ijab s_ia s_jb`. -/
theorem wick_expectations {F : Type*} [NormedAddCommGroup F] [InnerProductSpace ℂ F]
    {cre ann : O ⊕ W → Module.End ℂ F} {Φ : F} (h : FermionReference cre ann Φ) (hΦ : ‖Φ‖ = 1)
    {v : O → O → W → W → ℂ} (hv : PairAntisymm v) (t : O → O → W → W → ℂ) (s : O → W → ℂ) :
    inner ℂ Φ (interaction cre ann v (doubles cre ann t Φ)) =
        (1 / 4 : ℂ) * ∑ i, ∑ j, ∑ a, ∑ b, v i j a b * t i j a b ∧
      inner ℂ Φ (interaction cre ann v (singles cre ann s (singles cre ann s Φ))) / 2 =
        (1 / 2 : ℂ) * ∑ i, ∑ j, ∑ a, ∑ b, v i j a b * s i a * s j b := by
  have n : inner ℂ Φ Φ = (1 : ℂ) := by
    rw [inner_self_eq_norm_sq_to_K, hΦ]
    simp
  rw [h.interaction_doubles hv, h.interaction_singles_sq hv, inner_smul_right,
    inner_smul_right, n]
  constructor <;> ring

end

end CoupledClusterWick
```

```lean
#print axioms CoupledClusterWick.wick_expectations
```

```
'CoupledClusterWick.wick_expectations' depends on axioms: [propext, Classical.choice, Quot.sound]
```

## What the Lean statement says about orbitals and operators

The final theorem is `wick_expectations`. Its spin orbitals form the type `O ⊕ W`, where `inl i` is occupied and `inr a` is virtual. Both sets are finite. The states live in a complex inner product space `F`, and `cre p` and `ann p` are linear operators on it. A product of operators is composition, with the rightmost factor acting first.

The hypothesis `FermionReference cre ann Φ` collects the four rules listed above. It requires neither that creators anticommute among themselves nor that `cre p` is the adjoint of `ann p`; ordinary fermion operators have both properties, but the argument uses neither. The hypothesis `‖Φ‖ = 1` normalises the reference.

`PairAntisymm v` says that \(v_{jiab}=-v_{ijab}\) and \(v_{ijba}=-v_{ijab}\). Physically, \(v_{ijab}\) is the direct integral minus the exchange integral, which has this symmetry. The amplitudes `t` and `s` are arbitrary complex arrays, so the doubles amplitudes need not be antisymmetric.

The definitions `interaction`, `singles` and `doubles` are \(V\), \(T_1\) and \(T_2\) with the prefactors and operator order used above. All sums are unrestricted, which is the convention behind the factors \(1/4\). The square \(T_1^2\Phi\) appears as `singles` applied twice.

For a finite spin-orbital set, the theorem thus gives the two contractions with \(v\) in the spin-orbital CCSD energy. It treats only the part of the interaction that removes two excitations. It does not cover the reference energy, the energy term linear in the singles or the equations that determine the amplitudes. Nor does it assemble the energy from the full exponential, or establish Wick's theorem for general operator strings.

A separate theorem, `fermionReference_witness`, shows that the four rules can be satisfied with a nonzero reference. It uses the exterior algebra over the orbitals, with the unit element as the state without particles or holes. Exterior multiplication creates a particle or a hole, and contraction removes one. An occupied creator fills a hole, so it is a contraction. This model concerns the algebraic rules only and supplies no inner product.

## How the lemmas carry out the contractions

`ann_swap` and `ann_cre_apply` turn the anticommutators into rules for moving one operator past another on a given state. With `ann_cre_apply`, `occupied_pair` and `virtual_pair` perform the two pair contractions; `ann_swap` is used in the later lemmas. In both pair lemmas, `simp only` moves operators to the right until they meet a state they annihilate, and `module` compares the remaining coefficients. The result is written with `pairDelta i j k l`, which stands for \(\delta_{ik}\delta_{jl}-\delta_{il}\delta_{jk}\).

The sums over these deltas are handled by `sum_pairDelta`, which states that

\[
\sum_{ij}f_{ij}(\delta_{ik}\delta_{jl}-\delta_{il}\delta_{jk})=f_{kl}-f_{lk}
\]

for any array \(f\).

The central lemma is `interaction_pair`, the action of \(V\) on a double excitation. It first shows that virtual annihilators kill \(l\,k\,\Phi\), the condition that `virtual_pair` needs. It then contracts both pairs and applies `sum_pairDelta` to the occupied and the virtual indices. Rewriting with `hv` makes the four terms equal, and `ring` cancels their sum against the \(1/4\).

`interaction_doubles` expands \(T_2\Phi\) by linearity and applies this lemma to each term. `interaction_singles_sq` does the same for \(T_1^2\Phi\), after its local identity `e` has reordered two single excitations into one double excitation. The expansion names the summation indices so that the coefficient appears as \(v_{jiba}\). Exchanging both pairs changes the sign twice and restores \(v_{ijab}\).

Both lemmas are equations between vectors and hold without an inner product. `wick_expectations` pairs them with \(\Phi\), takes the scalar out of the second argument of the inner product with `inner_smul_right`, and uses \(\langle\Phi,\Phi\rangle=1\). The final `ring` steps settle the numerical factors.
